# Sharp quadratic bounds on the retardation correction to the two components of the static Breit kernel

## Setting the photon frequency to zero

A relativistic atomic structure calculation often evaluates the Breit interaction with the frequency of the exchanged photon set to zero. This replaces each oscillating component of the kernel by a constant multiple of 1/r. For the real part of the Coulomb-gauge kernel, with one exchanged photon of fixed real frequency, the difference between the retarded and static components, as a fraction of the static value, is at most (3/4)(wr)² perpendicular to the interelectronic axis and (1/4)(wr)² parallel to it. Here r is the electron separation and w is the angular frequency divided by the speed of light, so wr is a pure number. At wr = 0.1 the two bounds are 0.75% and 0.25%.

## The kernel and its two components

In Coulomb gauge, transverse photon exchange couples the Dirac matrices α₁ and α₂ of the two electrons through a tensor. Without the charge factor, the real part of this tensor is

Kᵢⱼ = −δᵢⱼ cos(wr)/r − ∂ᵢ∂ⱼ f(r), with f(r) = (cos(wr) − 1)/(w² r).

Let n be the unit vector along the axis. Since ∂ⱼ f = f′ nⱼ, a second differentiation gives

∂ᵢ∂ⱼ f = (f′/r)(δᵢⱼ − nᵢnⱼ) + f″ nᵢnⱼ.

The tensor therefore has one perpendicular and one parallel component:

K⊥ = −cos(wr)/r − f′/r
K∥ = −cos(wr)/r − f″

As w → 0, f tends to −r/2, and the components tend to the static Breit values −1/(2r) and −1/r.

## What the theorems say

`radialFunction w r` is f(r). `retardedPerp` and `retardedPar` are K⊥ and K∥, written with Lean's derivative `deriv` and not with precomputed formulas. `breitPerp` and `breitPar` are the static values. All are real-valued functions of real numbers.

For every w > 0 and r > 0, `relative_retardation_bound` states

|K⊥/(−1/(2r)) − 1| ≤ (3/4)(wr)²
|K∥/(−1/r) − 1| ≤ (1/4)(wr)²

There is no upper limit on wr, although the bounds say little once it is large. `ratio_expansion` adds two-sided estimates with fourth-order remainders. `retardation_constants_optimal` says that if constants C and D serve in place of 3/4 and 1/4 for all positive w and r, then C ≥ 3/4 and D ≥ 1/4.

The file starts from the two components; the tensor reduction above is done here by hand. The cosine is the real part of exp(iwr), so the imaginary part, which is related to decay widths, is absent. The bounds are also pointwise in r. A matrix element whose static value is small through cancellation can have a larger relative correction.

## Derivation with a single phase variable

Put x = wr. The quotient rule gives

f′ = (1 − cos x − x sin x)/x².

The numerator has x-derivative −x cos x, so differentiating once more with respect to r gives

f″ = −cos x/r − 2(1 − cos x − x sin x)/(w² r³).

Define

N(x) = x² + 2 − 2 cos x − 2x sin x,

so that 2(1 − cos x − x sin x) = N − x². Dividing each component by its static value yields

K⊥/(−1/(2r)) = 2 cos x + (N − x²)/x² = 1 − 2(1 − cos x) + N/x²
K∥/(−1/r) = −(N − x²)/x² = 1 − N/x²

It remains to bound N for x ≥ 0. First, it is nonnegative:

N = (x − sin x)² + (1 − cos x)² ≥ 0.

The other bounds use N(0) = 0 and N′ = 2x(1 − cos x). From cos x ≥ 1 − x²/2 we get N′ ≤ x³, hence N ≤ x⁴/4. Integrating the same cosine bound gives sin x ≥ x − x³/6, and integrating again gives

cos x ≤ 1 − x²/2 + x⁴/24.

Thus N′ ≥ x³ − x⁵/12, and N ≥ x⁴/4 − x⁶/72.

The perpendicular component needs one more inequality. Let

G(x) = 3x⁴/4 − 2x²(1 − cos x) + N.

Then G(0) = 0 and

G′ = x[x² − 2(1 − cos x)] + 2x²(x − sin x) ≥ 0,

so G ≥ 0. Dividing the bounds by x² and inserting them in the ratios gives

1 − 3x²/4 ≤ K⊥/(−1/(2r)) ≤ 1 − 3x²/4 + x⁴/12
1 − x²/4 ≤ K∥/(−1/r) ≤ 1 − x²/4 + x⁴/72

The lower estimates give one side of the absolute-value bounds. For the other side, the perpendicular ratio exceeds 1 by at most N/x² ≤ x²/4, and the parallel ratio never exceeds 1.

For optimality, suppose C < 3/4 served in the perpendicular bound. Choose r = 1 and w = x with x² = 3/4 − C. The assumed bound and the upper estimate give

3x²/4 − x⁴/12 ≤ Cx² = 3x²/4 − x⁴,

which is impossible for x > 0. The parallel case is the same, with 1/4 for 3/4 and x⁴/72 for x⁴/12.

## The complete Lean file

```lean
import Mathlib

open Real Filter Topology

namespace FrequencyDependentBreit

noncomputable section

/-- The radial function `(cos (w r) - 1) / (w² r)` whose second derivatives enter the retarded
Coulomb-gauge kernel at frequency `w`. -/
def radialFunction (w r : ℝ) : ℝ := (cos (w * r) - 1) / (w ^ 2 * r)

/-- Component of the retarded kernel perpendicular to the interelectronic axis. -/
def retardedPerp (w r : ℝ) : ℝ := -cos (w * r) / r - deriv (radialFunction w) r / r

/-- Component of the retarded kernel parallel to the interelectronic axis. -/
def retardedPar (w r : ℝ) : ℝ := -cos (w * r) / r - deriv (deriv (radialFunction w)) r

/-- Perpendicular component of the static Breit kernel. -/
def breitPerp (r : ℝ) : ℝ := -1 / (2 * r)

/-- Parallel component of the static Breit kernel. -/
def breitPar (r : ℝ) : ℝ := -1 / r

/-- The function `x² + 2 - 2 cos x - 2 x sin x` of the retardation phase `x = w r`. -/
def defect (x : ℝ) : ℝ := x ^ 2 + 2 - 2 * cos x - 2 * x * sin x

/-- First derivative of the radial function. -/
theorem hasDerivAt_radialFunction {w r : ℝ} (hw : 0 < w) (hr : 0 < r) :
    HasDerivAt (radialFunction w)
      ((1 - cos (w * r) - w * r * sin (w * r)) / (w * r) ^ 2) r := by
  have hlin : HasDerivAt (fun s : ℝ => w * s) w r := by
    simpa using (hasDerivAt_id' r).const_mul w
  have hden : HasDerivAt (fun s : ℝ => w ^ 2 * s) (w ^ 2) r := by
    simpa using (hasDerivAt_id' r).const_mul (w ^ 2)
  have h := (hlin.cos.fun_sub (hasDerivAt_const r (1 : ℝ))).fun_div hden (by positivity)
  exact h.congr_deriv (by field_simp; ring)

/-- Second derivative of the radial function. -/
theorem deriv_deriv_radialFunction {w r : ℝ} (hw : 0 < w) (hr : 0 < r) :
    deriv (deriv (radialFunction w)) r =
      -cos (w * r) / r - 2 * (1 - cos (w * r) - w * r * sin (w * r)) / (w ^ 2 * r ^ 3) := by
  have he : deriv (radialFunction w) =ᶠ[𝓝 r]
      fun s => (1 - cos (w * s) - w * s * sin (w * s)) / (w * s) ^ 2 := by
    filter_upwards [Ioi_mem_nhds hr] with s hs
    exact (hasDerivAt_radialFunction hw hs).deriv
  rw [he.deriv_eq]
  have hlin : HasDerivAt (fun s : ℝ => w * s) w r := by
    simpa using (hasDerivAt_id' r).const_mul w
  have hden : HasDerivAt (fun s : ℝ => (w * s) ^ 2) (2 * (w * r) * w) r := by
    simpa using hlin.fun_pow 2
  have h := (((hasDerivAt_const r (1 : ℝ)).fun_sub hlin.cos).fun_sub
    (hlin.fun_mul hlin.sin)).fun_div hden (by positivity)
  exact (h.congr_deriv (by field_simp; ring)).deriv

/-- Both ratios of retarded to static components, written in terms of the phase `w r`. -/
theorem ratio_formulas {w r : ℝ} (hw : 0 < w) (hr : 0 < r) :
    retardedPerp w r / breitPerp r =
      1 - 2 * (1 - cos (w * r)) + defect (w * r) / (w * r) ^ 2 ∧
    retardedPar w r / breitPar r = 1 - defect (w * r) / (w * r) ^ 2 := by
  constructor
  · rw [retardedPerp, (hasDerivAt_radialFunction hw hr).deriv, breitPerp, defect]
    field_simp
    ring
  · rw [retardedPar, deriv_deriv_radialFunction hw hr, breitPar, defect]
    field_simp
    ring

/-- A function that is differentiable on the whole real line, vanishes at zero and has nonnegative
derivative at every nonnegative argument is nonnegative at every nonnegative argument. -/
theorem nonneg_of_slope {F F' : ℝ → ℝ} (h0 : F 0 = 0) (hF : ∀ y, HasDerivAt F (F' y) y)
    (h : ∀ y, 0 ≤ y → 0 ≤ F' y) {x : ℝ} (hx : 0 ≤ x) : 0 ≤ F x := by
  have hm : MonotoneOn F (Set.Ici 0) :=
    monotoneOn_of_deriv_nonneg (convex_Ici 0)
      (fun y _ => (hF y).continuousAt.continuousWithinAt)
      (fun y _ => (hF y).differentiableAt.differentiableWithinAt)
      (fun y hy => by rw [(hF y).deriv]; exact h y (interior_subset hy))
  have h1 := hm (Set.mem_Ici.mpr le_rfl) (Set.mem_Ici.mpr hx) hx
  rwa [h0] at h1

/-- Fourth-order upper bound on the cosine. -/
theorem cos_le_quartic {x : ℝ} (hx : 0 ≤ x) : cos x ≤ 1 - x ^ 2 / 2 + x ^ 4 / 24 := by
  have p2 (y : ℝ) : HasDerivAt (fun s : ℝ => s ^ 2) (2 * y) y := by
    simpa using hasDerivAt_pow 2 y
  have p3 (y : ℝ) : HasDerivAt (fun s : ℝ => s ^ 3) (3 * y ^ 2) y := by
    simpa using hasDerivAt_pow 3 y
  have p4 (y : ℝ) : HasDerivAt (fun s : ℝ => s ^ 4) (4 * y ^ 3) y := by
    simpa using hasDerivAt_pow 4 y
  -- first the cubic lower bound on the sine, then one more integration
  have hs (y : ℝ) (hy : 0 ≤ y) : 0 ≤ sin y - y + y ^ 3 / 6 :=
    nonneg_of_slope (F := fun s => sin s - s + s ^ 3 / 6)
      (F' := fun s => cos s - 1 + 3 * s ^ 2 / 6) (by simp)
      (fun s => ((Real.hasDerivAt_sin s).fun_sub (hasDerivAt_id' s)).fun_add
        ((p3 s).div_const 6))
      (fun s _ => by
        have hc : 1 - s ^ 2 / 2 ≤ cos s := Real.one_sub_sq_div_two_le_cos
        show 0 ≤ cos s - 1 + 3 * s ^ 2 / 6
        linarith) hy
  have h : 0 ≤ 1 - x ^ 2 / 2 + x ^ 4 / 24 - cos x :=
    nonneg_of_slope (F := fun s => 1 - s ^ 2 / 2 + s ^ 4 / 24 - cos s)
      (F' := fun s => 0 - 2 * s / 2 + 4 * s ^ 3 / 24 - -sin s) (by simp)
      (fun s => (((hasDerivAt_const s (1 : ℝ)).fun_sub ((p2 s).div_const 2)).fun_add
        ((p4 s).div_const 24)).fun_sub (Real.hasDerivAt_cos s))
      (fun s hs0 => by
        have := hs s hs0
        show 0 ≤ 0 - 2 * s / 2 + 4 * s ^ 3 / 24 - -sin s
        linarith) hx
  linarith

/-- Four bounds on the defect function for nonnegative phase: three polynomial ones and one that
also involves the cosine. -/
theorem defect_bounds {x : ℝ} (hx : 0 ≤ x) :
    0 ≤ defect x ∧ defect x ≤ x ^ 4 / 4 ∧ x ^ 4 / 4 - x ^ 6 / 72 ≤ defect x ∧
      2 * x ^ 2 * (1 - cos x) - defect x ≤ 3 * x ^ 4 / 4 := by
  have p2 (y : ℝ) : HasDerivAt (fun s : ℝ => s ^ 2) (2 * y) y := by
    simpa using hasDerivAt_pow 2 y
  have p4 (y : ℝ) : HasDerivAt (fun s : ℝ => s ^ 4) (4 * y ^ 3) y := by
    simpa using hasDerivAt_pow 4 y
  have p6 (y : ℝ) : HasDerivAt (fun s : ℝ => s ^ 6) (6 * y ^ 5) y := by
    simpa using hasDerivAt_pow 6 y
  have hN (y : ℝ) : HasDerivAt defect (2 * y * (1 - cos y)) y := by
    have h := (((p2 y).fun_add (hasDerivAt_const y (2 : ℝ))).fun_sub
      ((Real.hasDerivAt_cos y).const_mul 2)).fun_sub
      (((hasDerivAt_id' y).const_mul 2).fun_mul (Real.hasDerivAt_sin y))
    exact h.congr_deriv (by ring)
  have h0 : defect 0 = 0 := by simp [defect]
  have hc (y : ℝ) : 0 ≤ y ^ 2 - 2 * (1 - cos y) := by
    have : 1 - y ^ 2 / 2 ≤ cos y := Real.one_sub_sq_div_two_le_cos
    linarith
  refine ⟨?_, ?_, ?_, ?_⟩
  · -- the defect is a sum of two squares
    have h : defect x = (x - sin x) ^ 2 + (1 - cos x) ^ 2 := by
      unfold defect
      linear_combination -Real.sin_sq_add_cos_sq x
    rw [h]
    positivity
  · have h : 0 ≤ x ^ 4 / 4 - defect x :=
      nonneg_of_slope (F := fun s => s ^ 4 / 4 - defect s)
        (F' := fun s => s * (s ^ 2 - 2 * (1 - cos s))) (by simp [h0])
        (fun s => (((p4 s).div_const 4).fun_sub (hN s)).congr_deriv (by ring))
        (fun s hs => mul_nonneg hs (hc s)) hx
    linarith
  · have h : 0 ≤ defect x - x ^ 4 / 4 + x ^ 6 / 72 :=
      nonneg_of_slope (F := fun s => defect s - s ^ 4 / 4 + s ^ 6 / 72)
        (F' := fun s => 2 * s * (1 - s ^ 2 / 2 + s ^ 4 / 24 - cos s)) (by simp [h0])
        (fun s => (((hN s).fun_sub ((p4 s).div_const 4)).fun_add
          ((p6 s).div_const 72)).congr_deriv (by ring))
        (fun s hs => mul_nonneg (by linarith) (by linarith [cos_le_quartic hs])) hx
    linarith
  · have h : 0 ≤ 3 * x ^ 4 / 4 - 2 * x ^ 2 * (1 - cos x) + defect x :=
      nonneg_of_slope (F := fun s => 3 * s ^ 4 / 4 - 2 * s ^ 2 * (1 - cos s) + defect s)
        (F' := fun s => s * (s ^ 2 - 2 * (1 - cos s)) + 2 * s ^ 2 * (s - sin s))
        (by simp [h0])
        (fun s => (((((p4 s).const_mul 3).div_const 4).fun_sub
          (((p2 s).const_mul 2).fun_mul ((hasDerivAt_const s (1 : ℝ)).fun_sub
            (Real.hasDerivAt_cos s)))).fun_add (hN s)).congr_deriv (by ring))
        (fun s hs => add_nonneg (mul_nonneg hs (hc s))
          (mul_nonneg (by positivity) (by linarith [Real.sin_le hs]))) hx
    linarith

/-- Two-sided expansion of the ratios of retarded to static Breit components, with explicit
fourth-order remainders in `w r`. -/
theorem ratio_expansion {w r : ℝ} (hw : 0 < w) (hr : 0 < r) :
    (1 - 3 / 4 * (w * r) ^ 2 ≤ retardedPerp w r / breitPerp r ∧
      retardedPerp w r / breitPerp r ≤ 1 - 3 / 4 * (w * r) ^ 2 + (w * r) ^ 4 / 12) ∧
    (1 - 1 / 4 * (w * r) ^ 2 ≤ retardedPar w r / breitPar r ∧
      retardedPar w r / breitPar r ≤ 1 - 1 / 4 * (w * r) ^ 2 + (w * r) ^ 4 / 72) := by
  obtain ⟨e1, e2⟩ := ratio_formulas hw hr
  rw [e1, e2]
  have hx : 0 < w * r := mul_pos hw hr
  generalize w * r = x at hx ⊢
  have hx2 : 0 < x ^ 2 := by positivity
  obtain ⟨-, b1, b2, b3⟩ := defect_bounds hx.le
  have hcos := cos_le_quartic hx.le
  -- divide the bounds on the defect by the squared phase
  have q1 : defect x / x ^ 2 ≤ x ^ 2 / 4 := by
    rw [div_le_iff₀ hx2]; linarith [show x ^ 2 / 4 * x ^ 2 = x ^ 4 / 4 by ring]
  have q2 : x ^ 2 / 4 - x ^ 4 / 72 ≤ defect x / x ^ 2 := by
    rw [le_div_iff₀ hx2]
    linarith [show (x ^ 2 / 4 - x ^ 4 / 72) * x ^ 2 = x ^ 4 / 4 - x ^ 6 / 72 by ring]
  have q3 : 2 * (1 - cos x) - 3 / 4 * x ^ 2 ≤ defect x / x ^ 2 := by
    rw [le_div_iff₀ hx2]
    linarith [show (2 * (1 - cos x) - 3 / 4 * x ^ 2) * x ^ 2 =
      2 * x ^ 2 * (1 - cos x) - 3 * x ^ 4 / 4 by ring]
  refine ⟨⟨?_, ?_⟩, ?_, ?_⟩ <;> linarith

/-- The relative correction of the retarded kernel to the static Breit kernel is at most
`(3/4) (w r)²` perpendicular and `(1/4) (w r)²` parallel to the interelectronic axis. -/
theorem relative_retardation_bound {w r : ℝ} (hw : 0 < w) (hr : 0 < r) :
    |retardedPerp w r / breitPerp r - 1| ≤ 3 / 4 * (w * r) ^ 2 ∧
    |retardedPar w r / breitPar r - 1| ≤ 1 / 4 * (w * r) ^ 2 := by
  obtain ⟨⟨a1, -⟩, c1, -⟩ := ratio_expansion hw hr
  obtain ⟨e1, e2⟩ := ratio_formulas hw hr
  have hx : 0 < w * r := mul_pos hw hr
  obtain ⟨b0, b1, -, -⟩ := defect_bounds hx.le
  have hx2 : 0 < (w * r) ^ 2 := by positivity
  have q0 : 0 ≤ defect (w * r) / (w * r) ^ 2 := div_nonneg b0 hx2.le
  have q1 : defect (w * r) / (w * r) ^ 2 ≤ (w * r) ^ 2 / 4 := by
    rw [div_le_iff₀ hx2]
    linarith [show (w * r) ^ 2 / 4 * (w * r) ^ 2 = (w * r) ^ 4 / 4 by ring]
  have hcos := Real.cos_le_one (w * r)
  constructor <;> rw [abs_le] <;> constructor <;> linarith

/-- The constants `3/4` and `1/4` in the quadratic bounds on the relative corrections cannot be
lowered. -/
theorem retardation_constants_optimal (C D : ℝ)
    (hC : ∀ w r : ℝ, 0 < w → 0 < r →
      |retardedPerp w r / breitPerp r - 1| ≤ C * (w * r) ^ 2)
    (hD : ∀ w r : ℝ, 0 < w → 0 < r →
      |retardedPar w r / breitPar r - 1| ≤ D * (w * r) ^ 2) :
    3 / 4 ≤ C ∧ 1 / 4 ≤ D := by
  constructor
  · by_contra hlt
    have hd : 0 < 3 / 4 - C := by linarith [not_le.mp hlt]
    -- choose the phase so that its square is the supposed gain
    obtain ⟨x, hx, hxd⟩ : ∃ x : ℝ, 0 < x ∧ x ^ 2 = 3 / 4 - C :=
      ⟨√(3 / 4 - C), Real.sqrt_pos.mpr hd, Real.sq_sqrt hd.le⟩
    have h1 := (neg_le_abs _).trans (hC x 1 hx one_pos)
    have h2 := (ratio_expansion hx one_pos).1.2
    rw [mul_one] at h1 h2
    rw [show C = 3 / 4 - x ^ 2 by linarith] at h1
    nlinarith [pow_pos hx 4]
  · by_contra hlt
    have hd : 0 < 1 / 4 - D := by linarith [not_le.mp hlt]
    obtain ⟨x, hx, hxd⟩ : ∃ x : ℝ, 0 < x ∧ x ^ 2 = 1 / 4 - D :=
      ⟨√(1 / 4 - D), Real.sqrt_pos.mpr hd, Real.sq_sqrt hd.le⟩
    have h1 := (neg_le_abs _).trans (hD x 1 hx one_pos)
    have h2 := (ratio_expansion hx one_pos).2.2
    rw [mul_one] at h1 h2
    rw [show D = 1 / 4 - x ^ 2 by linarith] at h1
    nlinarith [pow_pos hx 4]

end

end FrequencyDependentBreit
```

```lean
#print axioms FrequencyDependentBreit.relative_retardation_bound
#print axioms FrequencyDependentBreit.retardation_constants_optimal
```

```
'FrequencyDependentBreit.relative_retardation_bound' depends on axioms: [propext, Classical.choice, Quot.sound]
'FrequencyDependentBreit.retardation_constants_optimal' depends on axioms: [propext, Classical.choice, Quot.sound]
```

## How the proof follows the derivation

`hasDerivAt_radialFunction` applies the quotient rule and simplifies the result with `field_simp` and `ring`. For the second derivative, a formula for f′ at the single point r would not be enough. `deriv_deriv_radialFunction` therefore first shows that the closed form holds throughout a neighbourhood of r, which is possible because r > 0, and then differentiates that form. `ratio_formulas` substitutes both derivatives and obtains the two ratios in terms of `defect`, the Lean name for N.

Each "integration" of an inequality is a use of `nonneg_of_slope`: a function that is differentiable on the real line, is zero at 0 and has nonnegative derivative for nonnegative arguments is itself nonnegative for those arguments. Mathlib's monotonicity theorem supplies the argument, so no integral appears. `cos_le_quartic` uses the lemma twice, first for the sine and then for the cosine.

`defect_bounds` collects the four inequalities for N. The first comes from the sum of squares, which `linear_combination` checks using sin²x + cos²x = 1. The other three are applications of `nonneg_of_slope`; the function G and its factored derivative appear in the last.

In `ratio_expansion`, `generalize` replaces `w * r` by one variable x. The facts `q1`, `q2` and `q3` are the bounds divided by x², and `linarith` combines them with the cosine estimate. `relative_retardation_bound` splits each absolute value into two inequalities. It takes the lower ones from `ratio_expansion` and proves the upper ones from 0 ≤ N ≤ x⁴/4 and cos x ≤ 1. `retardation_constants_optimal` argues by contradiction, taking x as the square root of the supposed gain; `nlinarith` closes each case using x⁴ > 0.

## The same estimate for the Gaunt term

The Gaunt part of the interaction keeps only −δᵢⱼ cos(wr)/r, with static limit −δᵢⱼ/r. The ratio of the two is cos x, and the cosine bounds above give

x²/2 − x⁴/24 ≤ 1 − cos x ≤ x²/2.

Its relative retardation correction is thus at most (1/2)(wr)², and the optimality argument shows that 1/2 is the best constant. This companion bound is derived only here in the text and has no theorem in the file.
